# Antisymmetric two-electron wavefunctions annihilated by the total S_z are exactly those given by an alpha–beta coefficient matrix

The theorem `antisymm_and_sz_zero_iff` concerns a two-electron wavefunction ψ, given as a complex amplitude for each pair of (orbital, spin) labels. It states that ψ is antisymmetric under exchange of the electrons and is sent to zero by the total z spin if and only if some matrix C gives ψ = `pairState C`, where C p q is the coefficient of the determinant with an alpha electron in orbital p and a beta electron in orbital q. The set of orbitals may be infinite, C need have no symmetry, and ψ need not be normalised (it may even be zero). From left to right, the proof takes √2 times the alpha–beta amplitudes of ψ as C and checks the four spin combinations. From right to left, it splits into the same four combinations and leaves each to `simp`, both for antisymmetry and for the vanishing of the total z spin.

Lean 4 with Mathlib refuses this proof:

```lean
import Mathlib

open Matrix ComplexConjugate

namespace TwoElectronSpin

noncomputable section

variable {ι : Type*}

/-- Two-electron wavefunctions: an amplitude for each pair of (orbital, spin) labels,
with spin `0` for alpha and `1` for beta. -/
abbrev PairWave (ι : Type*) := ι × Fin 2 → ι × Fin 2 → ℂ

/-- The z component of the spin of one electron, in units of ħ. -/
def sz : Matrix (Fin 2) (Fin 2) ℂ := !![1 / 2, 0; 0, -1 / 2]

/-- A one-electron spin operator summed over both electrons. -/
def totalSpin (a : Matrix (Fin 2) (Fin 2) ℂ) (ψ : PairWave ι) : PairWave ι :=
  fun x y => (∑ t, a x.2 t * ψ (x.1, t) y) + (∑ t, a y.2 t * ψ x (y.1, t))

/-- The number 1/√2. -/
def rootHalf : ℂ := ((√2)⁻¹ : ℝ)

/-- The antisymmetric state in which `C p q` is the coefficient of the determinant with an
alpha electron in orbital `p` and a beta electron in orbital `q`. -/
def pairState (C : Matrix ι ι ℂ) : PairWave ι := fun x y =>
  rootHalf * (if x.2 = 0 then (if y.2 = 0 then 0 else C x.1 y.1)
    else (if y.2 = 0 then -C y.1 x.1 else 0))

/-- The square of 1/√2, and its squared modulus, are 1/2. -/
theorem rootHalf_sq : rootHalf * rootHalf = 1 / 2 ∧ ‖rootHalf‖ ^ 2 = 1 / 2 := by
  have h : rootHalf * rootHalf = 1 / 2 := by
    unfold rootHalf
    rw [← Complex.ofReal_mul, ← mul_inv, Real.mul_self_sqrt (by norm_num)]
    norm_num
  refine ⟨h, ?_⟩
  rw [sq, ← norm_mul, h]
  norm_num

/-- The antisymmetric wavefunctions with M = 0 are exactly the states given by a
coefficient matrix. -/
theorem antisymm_and_sz_zero_iff (ψ : PairWave ι) :
    ((∀ x y, ψ y x = -ψ x y) ∧ totalSpin sz ψ = 0) ↔ ∃ C, ψ = pairState C := by
  constructor
  · rintro ⟨hA, hZ⟩
    have z00 : sz 0 0 = 1 / 2 := rfl
    have z01 : sz 0 1 = 0 := rfl
    have z10 : sz 1 0 = 0 := rfl
    have z11 : sz 1 1 = -1 / 2 := rfl
    refine ⟨fun p q => 2 * rootHalf * ψ (p, 0) (q, 1), ?_⟩
    funext ⟨p, s⟩ ⟨q, t⟩
    -- parallel spins are excluded by M = 0, opposite spins are tied by antisymmetry
    match s, t with
    | 0, 0 =>
      have h : totalSpin sz ψ (p, 0) (q, 0) = 0 := by rw [hZ]; rfl
      simp only [totalSpin, Fin.sum_univ_two, z00, z01] at h
      simp only [pairState, ↓reduceIte]
      linear_combination h
    | 0, 1 =>
      simp only [pairState, one_ne_zero, ↓reduceIte]
      linear_combination -2 * ψ (p, 0) (q, 1) * rootHalf_sq.1
    | 1, 0 =>
      simp only [pairState, one_ne_zero, ↓reduceIte]
      linear_combination hA (q, 0) (p, 1) + 2 * ψ (q, 0) (p, 1) * rootHalf_sq.1
    | 1, 1 =>
      have h : totalSpin sz ψ (p, 1) (q, 1) = 0 := by rw [hZ]; rfl
      simp only [totalSpin, Fin.sum_univ_two, z10, z11] at h
      simp only [pairState, one_ne_zero, ↓reduceIte]
      linear_combination -h
  · rintro ⟨C, rfl⟩
    constructor
    · rintro ⟨p, s⟩ ⟨q, t⟩
      fin_cases s <;> fin_cases t <;> simp [pairState]
    · funext ⟨p, s⟩ ⟨q, t⟩
      fin_cases s <;> fin_cases t <;> simp [totalSpin, sz, pairState, Fin.sum_univ_two]

end

end TwoElectronSpin
```

The compiler's answer:

```
Main.lean:75:4: error: unsolved goals
case mpr.right.«0».«1»
ι : Type u_1
C : Matrix ι ι ℂ
p q : ι
⊢ 2⁻¹ * (rootHalf * C p q) + -1 / 2 * (rootHalf * C p q) = 0

case mpr.right.«1».«0»
ι : Type u_1
C : Matrix ι ι ℂ
p q : ι
⊢ -(-1 / 2 * (rootHalf * C q p)) + -(2⁻¹ * (rootHalf * C q p)) = 0
```

Fix (accepted with no message):

```diff
@@ -74,5 +74,6 @@
       fin_cases s <;> fin_cases t <;> simp [pairState]
     · funext ⟨p, s⟩ ⟨q, t⟩
-      fin_cases s <;> fin_cases t <;> simp [totalSpin, sz, pairState, Fin.sum_univ_two]
+      fin_cases s <;> fin_cases t <;>
+        simp [totalSpin, sz, pairState, Fin.sum_univ_two] <;> ring
 
 end
```

The error is in the last step, which shows that the total z spin sends `pairState C` to zero. `simp` closes the two parallel-spin cases but leaves the two opposite-spin cases open, and Lean reports these as unsolved goals.

Both remaining goals are true: the spins +1/2 and −1/2 of the two electrons contribute terms that cancel. But `simp` has left the two numbers in different forms, one as `2⁻¹` and the other as `-1 / 2`. In the first goal, for instance, the second term is therefore not written as the negative of the first, and the simplifier's rules for cancelling a term against its negative do not match. What is missing is a little arithmetic with the coefficients.

The repair adds `<;> ring`, which runs `ring` on every goal that `simp` leaves. `ring` evaluates the numerical coefficients, finds that they add up to zero, and closes both goals. In the parallel-spin cases nothing is left for it to do. The new line break is only layout.
